# The overlap determinant of two orthonormal sets of states has modulus at most one

Suppose a band-structure calculation returns $m$ occupied states at one k-point and $m$ more at a neighbouring one. Each set comes with arbitrary phases, and states within a set may be arbitrarily mixed by a unitary matrix, so comparing them one by one says little. What can be compared is the two occupied spaces. Full Bloch states at two neighbouring k-points are orthogonal to each other, so the usual data for this are the inner products between their cell-periodic parts, collected in a square matrix $M$. How large can $|\det M|$ be, and what does its largest value say about the two spaces?

Expand the cell-periodic parts of the states in a common orthonormal basis of $n$ functions, and write the coefficients of the two sets as the columns of $n\times m$ complex matrices $A$ and $B$. Orthonormality of each set reads $A^\dagger A = 1$ and $B^\dagger B = 1$. For independent electrons in such a finite basis, discretised Berry phases are computed from the phases of determinants $\det M$ around a closed loop of k-points, and the modulus treated here shows how far the occupied space has turned in one step.

In the code, `n` and `m` are finite index types; in the formulas the same letters also denote their sizes. The dagger is `ᴴ`, and `1` is the identity matrix of whichever size fits.

In Lean 4 with Mathlib:

```lean
import Mathlib

open Matrix
open scoped ComplexOrder

namespace OverlapMatrices

noncomputable section

variable {n m : Type*} [Fintype n] [DecidableEq n] [Fintype m] [DecidableEq m]
```

## The overlap matrix and the part left outside

The overlap matrix is $M = A^\dagger B$, with entries $M_{ij} = \langle a_i | b_j\rangle$, where $a_i$ and $b_j$ are columns of $A$ and $B$.

```lean
/-- The overlap matrix `M = A†B` between the states in the columns of `A` and those of `B`. -/
def overlap (A B : Matrix n m ℂ) : Matrix m m ℂ := Aᴴ * B
```

This is the plain inner product of coefficient vectors. If the common basis were not orthonormal, its own overlap matrix would stand between $A^\dagger$ and $B$, or the coefficients would first be converted to an orthonormal basis. With Bloch sums of atomic orbitals the cell-periodic basis functions themselves depend on the k-point, and the matrix between $A^\dagger$ and $B$ then holds the inner products of the basis functions at one k-point with those at the other.

When $A^\dagger A = 1$, the matrix $AA^\dagger$ projects onto the span of the $A$ states. What remains of the $B$ states after this projection is removed is
$$D = (1 - AA^\dagger)B .$$

```lean
/-- The part of the `B` states that remains after applying `1 - AA†`. -/
def outside (A B : Matrix n m ℂ) : Matrix n m ℂ := (1 - A * Aᴴ) * B
```

The definition `outside` makes sense for any two matrices; its reading as an orthogonal remainder needs the orthonormality of $A$.

## The deficit $1 - M^\dagger M$

Since $M^\dagger = B^\dagger A$, we have $M^\dagger M = B^\dagger A A^\dagger B$. Therefore
$$B^\dagger(1 - AA^\dagger)B = B^\dagger B - B^\dagger AA^\dagger B = 1 - M^\dagger M .$$

```lean
/-- For orthonormal `B` states, `1 - M†M` is the matrix of `1 - AA†` between the `B` states. -/
theorem one_sub_overlap (A B : Matrix n m ℂ) (hB : Bᴴ * B = 1) :
    1 - (overlap A B)ᴴ * overlap A B = Bᴴ * (1 - A * Aᴴ) * B := by
  rw [Matrix.mul_sub, Matrix.sub_mul, Matrix.mul_one, hB]
  simp only [overlap, conjTranspose_mul, conjTranspose_conjTranspose, Matrix.mul_assoc]
```

The only hypothesis is `hB`, the orthonormality of the $B$ states. The proof expands the right-hand side, replaces $B^\dagger B$ by the identity, and unfolds the definition of the overlap.

Now let $A$ be orthonormal too, and put $P = AA^\dagger$. Then $P^2 = A(A^\dagger A)A^\dagger = P$ and $P^\dagger = P$. The complement $Q = 1 - P$ satisfies $Q^\dagger = Q$ and $Q^2 = 1 - 2P + P^2 = Q$, so
$$1 - M^\dagger M = B^\dagger Q B = B^\dagger Q^\dagger Q B = D^\dagger D .$$

```lean
/-- For two orthonormal sets, `1 - M†M` is the Gram matrix of the parts of the `B` states
outside the span of the `A` states. -/
theorem one_sub_overlap_eq_gram (A B : Matrix n m ℂ) (hA : Aᴴ * A = 1) (hB : Bᴴ * B = 1) :
    1 - (overlap A B)ᴴ * overlap A B = (outside A B)ᴴ * outside A B := by
  have hH : (1 - A * Aᴴ)ᴴ = 1 - A * Aᴴ := by
    simp [conjTranspose_sub, conjTranspose_mul]
  -- the complement of the occupied projector is idempotent
  have hP : (1 - A * Aᴴ) * (1 - A * Aᴴ) = 1 - A * Aᴴ := by
    have h : A * Aᴴ * (A * Aᴴ) = A * Aᴴ := by
      rw [Matrix.mul_assoc, ← Matrix.mul_assoc Aᴴ, hA, Matrix.one_mul]
    generalize A * Aᴴ = P at h ⊢
    linear_combination (norm := noncomm_ring) h
  rw [one_sub_overlap A B hB, outside, conjTranspose_mul, hH, ← Matrix.mul_assoc,
    Matrix.mul_assoc Bᴴ (1 - A * Aᴴ) (1 - A * Aᴴ), hP]
```

Here `hH` is $Q^\dagger = Q$ and `hP` is $Q^2 = Q$; the last rewriting inserts both into the previous identity.

For every vector $x$ of $m$ components,
$$x^\dagger(1 - M^\dagger M)x = (Dx)^\dagger(Dx) \ge 0 .$$

```lean
/-- For two orthonormal sets of states, `1 - M†M` is positive semidefinite. -/
theorem one_sub_overlap_posSemidef (A B : Matrix n m ℂ) (hA : Aᴴ * A = 1)
    (hB : Bᴴ * B = 1) : (1 - (overlap A B)ᴴ * overlap A B).PosSemidef := by
  rw [one_sub_overlap_eq_gram A B hA hB]
  exact posSemidef_conjTranspose_mul_self _
```

`PosSemidef` says that the matrix is Hermitian and that this quadratic form is never negative. Physically, a normalised combination of $B$ states cannot have more than its whole weight in the span of the $A$ states.

## From eigenvalues to the determinant

Let $G$ be Hermitian with $1 - G$ positive semidefinite, and let $v_i$ be a normalised eigenvector with $Gv_i = \lambda_i v_i$. Then
$$0 \le v_i^\dagger(1 - G)v_i = 1 - \lambda_i ,$$
so $\lambda_i \le 1$.

```lean
/-- If `1 - G` is positive semidefinite, no eigenvalue of the Hermitian matrix `G` exceeds one. -/
theorem eigenvalue_le_one {G : Matrix m m ℂ} (hG : G.IsHermitian)
    (h : (1 - G).PosSemidef) (i : m) : hG.eigenvalues i ≤ 1 := by
  have hs : ∀ w : m → ℂ, star w ⬝ᵥ w = ((∑ j, ‖w j‖ ^ 2 : ℝ) : ℂ) := by
    intro w
    simp [dotProduct, Complex.conj_mul']
  have h1 : ∑ j, ‖(hG.eigenvectorBasis i).ofLp j‖ ^ 2 = 1 := by
    rw [← EuclideanSpace.norm_sq_eq, hG.eigenvectorBasis.orthonormal.1 i, one_pow]
  -- expectation value of `1 - G` in the normalised eigenvector
  have h2 := h.dotProduct_mulVec_nonneg (hG.eigenvectorBasis i).ofLp
  rw [Matrix.sub_mulVec, Matrix.one_mulVec, hG.mulVec_eigenvectorBasis i, dotProduct_sub,
    dotProduct_smul, hs, h1] at h2
  have h3 := (Complex.le_def.mp h2).1
  simpa using h3
```

In the proof, `h1` is the normalisation of the eigenvector and `h2` begins as the non-negative expectation value. That inequality is stated between complex numbers, where it means that the imaginary parts agree and the real parts are ordered; taking real parts gives the bound.

For $G = M^\dagger M$ with eigenvalues $\lambda_i$,
$$\prod_i \lambda_i = \det(M^\dagger M) = \overline{\det M}\,\det M = |\det M|^2 .$$

```lean
/-- The squared modulus of `det M` is the product of the eigenvalues of `M†M`. -/
theorem norm_det_sq (M : Matrix m m ℂ) :
    ‖M.det‖ ^ 2 = ∏ i, (posSemidef_conjTranspose_mul_self M).isHermitian.eigenvalues i := by
  have h := (posSemidef_conjTranspose_mul_self M).isHermitian.det_eq_prod_eigenvalues
  rw [det_mul, det_conjTranspose] at h
  apply Complex.ofReal_injective
  push_cast
  rw [← Complex.conj_mul']
  exact h
```

This holds for every square complex $M$, whether or not it is an overlap matrix.

The eigenvalues of $M^\dagger M$ are non-negative, because $x^\dagger M^\dagger M x = (Mx)^\dagger(Mx)$. For two orthonormal sets they are also at most one. Hence $|\det M|^2 = \prod_i\lambda_i \le 1$, and so $|\det M| \le 1$.

```lean
/-- The overlap determinant of two orthonormal sets of states has modulus at most one. -/
theorem norm_det_overlap_le_one (A B : Matrix n m ℂ) (hA : Aᴴ * A = 1) (hB : Bᴴ * B = 1) :
    ‖(overlap A B).det‖ ≤ 1 := by
  have hsq : ‖(overlap A B).det‖ ^ 2 ≤ 1 := by
    rw [norm_det_sq]
    exact Finset.prod_le_one
      (fun i _ => (posSemidef_conjTranspose_mul_self (overlap A B)).eigenvalues_nonneg i)
      (fun i _ => eigenvalue_le_one _ (one_sub_overlap_posSemidef A B hA hB) i)
  nlinarith [norm_nonneg (overlap A B).det]
```

The two arguments given to `Finset.prod_le_one` are these lower and upper bounds. The last line passes from the square to the modulus.

For a numerical instance, take $n = 3$, $m = 2$ and the standard basis vectors $e_1, e_2, e_3$. Let $A$ have columns $e_1, e_2$, and let $B$ have columns $e_1$ and $\tfrac35 e_2 + \tfrac45 e_3$. Then
$$M = \begin{pmatrix}1 & 0\\ 0 & \tfrac35\end{pmatrix},\qquad 1 - M^\dagger M = \begin{pmatrix}0 & 0\\ 0 & \tfrac{16}{25}\end{pmatrix},\qquad \det M = \tfrac35 .$$
The columns of $D$ are $0$ and $\tfrac45 e_3$, and $D^\dagger D$ is indeed the middle matrix. One state is shared, and the other has weight $\tfrac{16}{25}$ outside the span of the $A$ states.

The orthonormality of $A$ matters. With $n = m = 1$, $A = (2)$ and $B = (1)$, the $B$ state is normalised but the $A$ state is not. Then $M = (2)$ and $\det M = 2$, while $1 - M^\dagger M = (-3)$. The first identity survives, since $B^\dagger(1 - AA^\dagger)B = 1 - 4 = -3$, but positivity and the determinant bound both fail.

## When the modulus reaches one

If $U^\dagger U = 1$, taking determinants gives $|\det U|^2 = 1$, so $\det U$ is a pure phase.

```lean
/-- The determinant of a unitary matrix is a pure phase. -/
theorem norm_det_unitary {U : Matrix m m ℂ} (hU : Uᴴ * U = 1) : ‖U.det‖ = 1 := by
  have h := congrArg Matrix.det hU
  rw [det_mul, det_conjTranspose, det_one] at h
  have h2 := congrArg norm h
  rw [norm_mul, norm_star, norm_one] at h2
  nlinarith [norm_nonneg U.det]
```

Now suppose that $A$ and $B$ are orthonormal and $|\det M| = 1$. The eigenvalues $\lambda_i$ of $M^\dagger M$ lie in $[0,1]$ and have product one. Split off one of them and call the product of the others $r_i$, so that $r_i \le 1$. Then $1 = \lambda_i r_i \le \lambda_i$, and hence $\lambda_i = 1$ for every $i$. It follows that
$$\operatorname{tr}(1 - M^\dagger M) = m - \sum_i \lambda_i = 0 .$$
A positive semidefinite matrix with zero trace vanishes, so $M^\dagger M = 1$ and, $M$ being square, also $MM^\dagger = 1$. Moreover $D^\dagger D = 0$ forces $D = 0$, which says $B = AA^\dagger B = AM$. Therefore
$$BB^\dagger = A M M^\dagger A^\dagger = AA^\dagger .$$

Conversely, if $AA^\dagger = BB^\dagger$, then
$$M^\dagger M = B^\dagger AA^\dagger B = (B^\dagger B)(B^\dagger B) = 1 ,$$
so $M$ is unitary and its determinant has modulus one.

```lean
/-- The overlap determinant of two orthonormal sets has modulus one exactly when
their projectors `AA†` and `BB†` coincide. -/
theorem norm_det_overlap_eq_one_iff (A B : Matrix n m ℂ) (hA : Aᴴ * A = 1)
    (hB : Bᴴ * B = 1) : ‖(overlap A B).det‖ = 1 ↔ A * Aᴴ = B * Bᴴ := by
  have hpsd := one_sub_overlap_posSemidef A B hA hB
  have hG := posSemidef_conjTranspose_mul_self (overlap A B)
  constructor
  · intro hdet
    have hprod : ∏ i, hG.isHermitian.eigenvalues i = 1 := by
      rw [← norm_det_sq, hdet, one_pow]
    -- numbers in [0, 1] whose product is one are all equal to one
    have hev : ∀ i, hG.isHermitian.eigenvalues i = 1 := by
      intro i
      have hle := eigenvalue_le_one hG.isHermitian hpsd
      have hrest : ∏ j ∈ Finset.univ.erase i, hG.isHermitian.eigenvalues j ≤ 1 :=
        Finset.prod_le_one (fun j _ => hG.eigenvalues_nonneg j) (fun j _ => hle j)
      have hsplit := Finset.mul_prod_erase Finset.univ hG.isHermitian.eigenvalues
        (Finset.mem_univ i)
      rw [hprod] at hsplit
      nlinarith [hle i, mul_le_mul_of_nonneg_left hrest (hG.eigenvalues_nonneg i)]
    have htr : (1 - (overlap A B)ᴴ * overlap A B).trace = 0 := by
      rw [trace_sub, hG.isHermitian.trace_eq_sum_eigenvalues]
      simp [hev]
    have hzero := hpsd.trace_eq_zero_iff.mp htr
    have hMM : overlap A B * (overlap A B)ᴴ = 1 :=
      mul_eq_one_comm.mp (sub_eq_zero.mp hzero).symm
    -- nothing of `B` lies outside the span of `A`
    rw [one_sub_overlap_eq_gram A B hA hB] at hzero
    have hD : outside A B = 0 := conjTranspose_mul_self_eq_zero.mp hzero
    have hBA : B = A * overlap A B := by
      rw [outside, Matrix.sub_mul, Matrix.one_mul, Matrix.mul_assoc] at hD
      exact sub_eq_zero.mp hD
    calc A * Aᴴ = A * (overlap A B * (overlap A B)ᴴ) * Aᴴ := by rw [hMM, Matrix.mul_one]
      _ = (A * overlap A B) * (A * overlap A B)ᴴ := by
        simp only [conjTranspose_mul, Matrix.mul_assoc]
      _ = B * Bᴴ := by rw [← hBA]
  · intro hP
    apply norm_det_unitary
    calc (overlap A B)ᴴ * overlap A B = Bᴴ * (A * Aᴴ) * B := by
          simp only [overlap, conjTranspose_mul, conjTranspose_conjTranspose, Matrix.mul_assoc]
      _ = (Bᴴ * B) * (Bᴴ * B) := by rw [hP]; simp only [Matrix.mul_assoc]
      _ = 1 := by rw [hB, Matrix.one_mul]
```

The names follow the argument: `hev` says that all eigenvalues are one, `htr` that the trace vanishes, `hMM` that $MM^\dagger = 1$, `hD` that nothing is left outside, and `hBA` that $B = AM$. The theorem compares projectors, not individual states: the two sets may still differ by any unitary mixing.

## Independent gauge changes

Replace $A$ by $AU$ and $B$ by $BV$, with $U$ and $V$ unitary $m\times m$ matrices. The overlap matrix becomes $(AU)^\dagger BV = U^\dagger M V$, and
$$|\det(U^\dagger M V)| = |\overline{\det U}|\,|\det M|\,|\det V| = |\det M| .$$

```lean
omit [DecidableEq n] in
/-- Independent unitary gauge transformations of the two sets of states leave the modulus
of the overlap determinant unchanged. -/
theorem norm_det_overlap_gauge (A B : Matrix n m ℂ) {U V : Matrix m m ℂ}
    (hU : Uᴴ * U = 1) (hV : Vᴴ * V = 1) :
    ‖(overlap (A * U) (B * V)).det‖ = ‖(overlap A B).det‖ := by
  have h : overlap (A * U) (B * V) = Uᴴ * overlap A B * V := by
    simp only [overlap, conjTranspose_mul, Matrix.mul_assoc]
  rw [h, det_mul, det_mul, det_conjTranspose, norm_mul, norm_mul, norm_star,
    norm_det_unitary hU, norm_det_unitary hV, one_mul, mul_one]
```

Orthonormality of $A$ and $B$ is not assumed here. Only the modulus is invariant: the phase of $\det M$ shifts by the phases of $\overline{\det U}$ and $\det V$.

## A rotated two-level state

For a single occupied state in a two-level system, take real amplitudes $\cos\theta$ and $\sin\theta$, written as one column.

```lean
/-- The real two-level state with amplitudes `cos θ` and `sin θ`, as a single column. -/
def tilted (θ : ℝ) : Matrix (Fin 2) (Fin 1) ℂ :=
  !![(Real.cos θ : ℂ); (Real.sin θ : ℂ)]
```

With angle $\varphi$ for the $A$ state and $\theta$ for the $B$ state, the overlap is
$$\cos\varphi\cos\theta + \sin\varphi\sin\theta = \cos(\theta - \varphi) .$$
Setting the angles equal gives the normalisation. The overlap matrix is $1\times1$, so its determinant is this one entry.

```lean
/-- The tilted two-level states are normalised, and the overlap determinant of two of them is
the cosine of the difference of their angles. -/
theorem tilted_witness (φ θ : ℝ) :
    (tilted φ)ᴴ * tilted φ = 1 ∧ (tilted θ)ᴴ * tilted θ = 1 ∧
      (overlap (tilted φ) (tilted θ)).det = (Real.cos (θ - φ) : ℂ) := by
  have key : ∀ a b : ℝ, ((tilted a)ᴴ * tilted b) 0 0 = (Real.cos (b - a) : ℂ) := by
    intro a b
    rw [Real.cos_sub, Complex.ofReal_add, Complex.ofReal_mul, Complex.ofReal_mul]
    simp only [tilted, Matrix.mul_apply, Fin.sum_univ_two, conjTranspose_apply,
      Matrix.of_apply, Matrix.cons_val_zero, Matrix.cons_val_one, Complex.star_def,
      Complex.conj_ofReal]
    ring
  have hnorm : ∀ a : ℝ, (tilted a)ᴴ * tilted a = 1 := by
    intro a
    ext i j
    rw [Subsingleton.elim i 0, Subsingleton.elim j 0, key, sub_self, Real.cos_zero,
      Complex.ofReal_one, Matrix.one_apply_eq]
  refine ⟨hnorm φ, hnorm θ, ?_⟩
  rw [Matrix.det_fin_one, overlap, key]

end

end OverlapMatrices
```

Inside the proof, `key` is the addition formula for the single matrix entry, and `hnorm` is its case of equal angles. The deficit $1 - M^\dagger M$ is here $\sin^2(\theta - \varphi)$. At a relative angle of $\pi$ the determinant is $-1$: the state has changed sign, its projector has not, and the modulus is one, as the equality criterion requires.

```lean
#print axioms OverlapMatrices.norm_det_overlap_le_one
#print axioms OverlapMatrices.norm_det_overlap_eq_one_iff
#print axioms OverlapMatrices.norm_det_overlap_gauge
```

```
'OverlapMatrices.norm_det_overlap_le_one' depends on axioms: [propext, Classical.choice, Quot.sound]
'OverlapMatrices.norm_det_overlap_eq_one_iff' depends on axioms: [propext, Classical.choice, Quot.sound]
'OverlapMatrices.norm_det_overlap_gauge' depends on axioms: [propext, Classical.choice, Quot.sound]
```
